# Exact elimination of the small component from the finite matrix Dirac equation, when the small-component block is invertible

In units where the particle's mass is 1, and with the energy E measured from the rest energy c², a finite matrix form of the Dirac equation couples a large component a and a small component b through V a + c B b = E S_L a and c B* a + (W − 2c² S) b = E S b. Here V and W are the potential matrices, S_L (written `SL`) and S are the overlap matrices, B is the coupling matrix and B* is its conjugate transpose. The theorem says that if the block M = (E + 2c²)S − W has non-zero determinant, these two equations hold exactly when b = c M⁻¹B*a and (V + c² B M⁻¹B*)a = E S_L a. E and c are real, and the matrices are arbitrary complex ones of matching sizes; a and b need not be normalised and may be zero. The proof solves the second equation for b by means of M⁻¹, then puts the result into the first and checks that the coupling term c B b becomes the energy-dependent kinetic term acting on a.

Lean 4 with Mathlib refuses this proof:

```lean
import Mathlib

open Matrix Filter Topology
open scoped ComplexOrder

namespace DiracIffEliminated

noncomputable section

variable {m n : Type*} [Fintype n] [DecidableEq n]

/-- The small-component block `(E + 2c²) S - W` of the matrix Dirac equation, with energy `E`
measured from the rest energy, overlap `S` and potential matrix `W`. -/
def smallBlock (E c : ℝ) (S W : Matrix n n ℂ) : Matrix n n ℂ :=
  ((E : ℂ) + 2 * (c : ℂ) ^ 2) • S - W

/-- The energy-dependent kinetic matrix `c² B ((E + 2c²) S - W)⁻¹ B*`, meaningful where the
small-component block is invertible. -/
def kineticMatrix (E c : ℝ) (B : Matrix m n ℂ) (S W : Matrix n n ℂ) : Matrix m m ℂ :=
  ((c : ℂ) ^ 2) • (B * (smallBlock E c S W)⁻¹ * Bᴴ)

/-- Elimination of the small component: if the small-component block is invertible, the two
coupled matrix Dirac equations for `(a, b)` are equivalent to an explicit formula for `b` and an
equation for `a` alone, in which `kineticMatrix` is added to the potential `V`. -/
theorem dirac_iff_eliminated [Fintype m] (E c : ℝ) (B : Matrix m n ℂ) (S W : Matrix n n ℂ)
    (V SL : Matrix m m ℂ) (a : m → ℂ) (b : n → ℂ) (hM : (smallBlock E c S W).det ≠ 0) :
    (V *ᵥ a + (c : ℂ) • (B *ᵥ b) = (E : ℂ) • (SL *ᵥ a) ∧
      (c : ℂ) • (Bᴴ *ᵥ a) + (W - (2 * (c : ℂ) ^ 2) • S) *ᵥ b = (E : ℂ) • (S *ᵥ b)) ↔
    (b = (c : ℂ) • ((smallBlock E c S W)⁻¹ *ᵥ (Bᴴ *ᵥ a)) ∧
      (V + kineticMatrix E c B S W) *ᵥ a = (E : ℂ) • (SL *ᵥ a)) := by
  have hu : IsUnit (smallBlock E c S W).det := isUnit_iff_ne_zero.mpr hM
  have hb : smallBlock E c S W *ᵥ b
      = (E : ℂ) • (S *ᵥ b) - (W - (2 * (c : ℂ) ^ 2) • S) *ᵥ b := by
    simp only [smallBlock, Matrix.sub_mulVec, Matrix.smul_mulVec]
    module
  -- the second equation determines the small component
  have hsmall : (c : ℂ) • (Bᴴ *ᵥ a) + (W - (2 * (c : ℂ) ^ 2) • S) *ᵥ b = (E : ℂ) • (S *ᵥ b) ↔
      b = (c : ℂ) • ((smallBlock E c S W)⁻¹ *ᵥ (Bᴴ *ᵥ a)) := by
    constructor
    · intro h
      have h1 : smallBlock E c S W *ᵥ b = (c : ℂ) • (Bᴴ *ᵥ a) := by
        linear_combination (norm := module) hb - h
      calc b = (smallBlock E c S W)⁻¹ *ᵥ (smallBlock E c S W *ᵥ b) := by
            rw [Matrix.mulVec_mulVec, Matrix.nonsing_inv_mul _ hu, Matrix.one_mulVec]
        _ = _ := by rw [h1, Matrix.mulVec_smul]
    · intro h
      have h1 : smallBlock E c S W *ᵥ b = (c : ℂ) • (Bᴴ *ᵥ a) := by
        rw [h, Matrix.mulVec_smul, Matrix.mulVec_mulVec, Matrix.mul_nonsing_inv _ hu,
          Matrix.one_mulVec]
      linear_combination (norm := module) hb - h1
  refine and_comm.trans ?_
  rw [hsmall]
  refine and_congr_right fun h => ?_
  -- inserting it into the first equation produces the kinetic matrix
  have hK : (V + kineticMatrix E c B S W) *ᵥ a = V *ᵥ a + (c : ℂ) • (B *ᵥ b) := by
    rw [h, kineticMatrix, Matrix.add_mulVec, Matrix.smul_mulVec, Matrix.mulVec_smul, smul_smul,
      Matrix.mulVec_mulVec, Matrix.mulVec_mulVec, ← Matrix.mul_assoc, sq]
  rw [hK]

end

end DiracIffEliminated
```

The error:

```
Main.lean:57:50: error: Tactic `rewrite` failed: Did not find an occurrence of the pattern
  ?L * (?M * ?N)
in the target expression
  V *ᵥ a + ↑c ^ 2 • (B * (smallBlock E c S W)⁻¹ * Bᴴ) *ᵥ a = V *ᵥ a + (↑c * ↑c) • (B * (smallBlock E c S W)⁻¹ * Bᴴ) *ᵥ a

m : Type u_1
n : Type u_2
inst✝² : Fintype n
inst✝¹ : DecidableEq n
inst✝ : Fintype m
E c : ℝ
B : Matrix m n ℂ
S W : Matrix n n ℂ
V SL : Matrix m m ℂ
a : m → ℂ
b : n → ℂ
hM : (smallBlock E c S W).det ≠ 0
hu : IsUnit (smallBlock E c S W).det
hb : smallBlock E c S W *ᵥ b = ↑E • S *ᵥ b - (W - (2 * ↑c ^ 2) • S) *ᵥ b
hsmall : ↑c • Bᴴ *ᵥ a + (W - (2 * ↑c ^ 2) • S) *ᵥ b = ↑E • S *ᵥ b ↔ b = ↑c • (smallBlock E c S W)⁻¹ *ᵥ Bᴴ *ᵥ a
h : b = ↑c • (smallBlock E c S W)⁻¹ *ᵥ Bᴴ *ᵥ a
⊢ V *ᵥ a + ↑c ^ 2 • (B * (smallBlock E c S W)⁻¹ * Bᴴ) *ᵥ a = V *ᵥ a + (↑c * ↑c) • (B * (smallBlock E c S W)⁻¹ * Bᴴ) *ᵥ a
```

The change, after which it compiles:

```diff
@@ -55,5 +55,5 @@
   have hK : (V + kineticMatrix E c B S W) *ᵥ a = V *ᵥ a + (c : ℂ) • (B *ᵥ b) := by
     rw [h, kineticMatrix, Matrix.add_mulVec, Matrix.smul_mulVec, Matrix.mulVec_smul, smul_smul,
-      Matrix.mulVec_mulVec, Matrix.mulVec_mulVec, ← Matrix.mul_assoc, sq]
+      Matrix.mulVec_mulVec, Matrix.mulVec_mulVec, sq]
   rw [hK]
 
```

Cause. The error is in the last step, `hK`, where the formula for b is inserted into the first equation. Rewriting with `← Matrix.mul_assoc` needs a matrix product bracketed to the right, `?L * (?M * ?N)`, and the goal has none.

The two preceding rewrites with `Matrix.mulVec_mulVec` are the reason. On the right-hand side, B, M⁻¹ and B* act on a one after another. The first rewrite joins B and M⁻¹ into one matrix, and the second joins that product with B*. The result is `B * (smallBlock E c S W)⁻¹ * Bᴴ`, already bracketed to the left, just as in the definition of `kineticMatrix`. There is nothing to reassociate, and `rw` fails when it finds no instance of its pattern.

The repair deletes `← Matrix.mul_assoc`. In the goal shown, the two sides differ only in the scalar, `↑c ^ 2` on the left and `↑c * ↑c` on the right. The remaining rewrite `sq` turns the first into the second, and `rw` then closes the goal by reflexivity.
